# On a line, finitely many particles at distinct points cannot be continuously permuted without two of them meeting

Let $x_i\in\mathbb R$ be the position of particle $i$, for finitely many labels, and let $s$ be a permutation of the labels. In the exchanged configuration $x\circ s$, particle $i$ sits at $x_{s(i)}$, where particle $s(i)$ began. A coincidence means that two different particles share a position.

If the $x_i$ are distinct and $s$ is not the identity, I expect every continuous motion from $x$ to $x\circ s$ to pass through a coincidence, even when $s$ is an even permutation. Can this be made rigorous and machine-checked?

## An exchange reverses some pair, and a reversed pair meets

Yes. Write $\gamma_i(t)$ for the position of particle $i$ at time $t\in[0,1]$, with $\gamma(0)=x$ and $\gamma(1)=x\circ s$.

**A reversed pair meets.** Suppose $\gamma_i(0)<\gamma_j(0)$ and $\gamma_j(1)<\gamma_i(1)$. The separation $\gamma_j-\gamma_i$ is continuous, positive at $0$ and negative at $1$, so it vanishes at some $t$ with $0<t<1$.

**Some pair is reversed.** Let $i$ be the leftmost particle with $s(i)\neq i$, and let $j=s^{-1}(i)$. Then $j\neq i$, and $j$ is moved because $s(j)=i\neq j$; hence $x_i<x_j$. The label $s(i)$ is also moved, since $s(s(i))=s(i)$ would give $s(i)=i$; hence $x_i<x_{s(i)}$. Particle $j$ therefore ends at $x_{s(j)}=x_i$, to the left of particle $i$ at $x_{s(i)}$. The parity of $s$ plays no role.

**Which motions avoid coincidences.** A coincidence-free motion from $x$ to $y$ needs distinct $x_i$ and must preserve order: if $x_i<x_j$, then $y_i=y_j$ is a coincidence and $y_i>y_j$ forces a meeting. Conversely, if the $x_i$ are distinct and order is preserved, take $\gamma_i(t)=(1-t)x_i+ty_i$. For $x_i<x_j$,
$$\gamma_j(t)-\gamma_i(t)=(1-t)(x_j-x_i)+t(y_j-y_i)>0,\qquad 0\le t\le 1 .$$

**In the plane** the obstruction disappears. The positions $z_0(t)=e^{\mathrm i\pi t}$ and $z_1(t)=-e^{\mathrm i\pi t}$ exchange two particles, and $z_0(t)=z_1(t)$ would give $1=-1$.

## What the Lean statements say

A configuration is a function `ι → ℝ`, and `HasCoincidence` is the definition above. A motion is `γ : ℝ → ι → ℝ`; only its continuity on `Icc 0 1` is assumed. In `exchange_forces_coincidence`, `Finite ι` makes the particle number finite, `¬ HasCoincidence x` makes the starting points distinct, and `s ≠ 1` excludes the identity. The coincidence occurs in `Ioo 0 1`, strictly between the endpoints. Strictly increasing coordinates are a special case; for them, `every_inversion_meets` says that each pair inverted by `s` must itself meet.

These are statements about positions, without spin, dynamics or a wave function. For spinless fermions on a line, an antisymmetric wave function vanishes at coincidences, so every such exchange path meets its nodal set. A continuous path that avoids the nodes therefore keeps the particles in their initial order. Fixed-node diffusion Monte Carlo imposes this in the limit of zero time step. At a finite step, a test of the sign of the wave function alone does not detect a jump from $x$ to $x\circ s$ with $s$ even, because the wave function has the same value at both. On a ring, as with periodic boundary conditions, the theorem does not apply: a common rotation permutes equally spaced particles cyclically without a coincidence.

```lean
import Mathlib

open Set

namespace ExchangeOnALine

noncomputable section

/-- Two differently labelled particles of the configuration `q` sit at the same point. -/
def HasCoincidence {ι X : Type*} (q : ι → X) : Prop :=
  ∃ i j, i ≠ j ∧ q i = q j

variable {ι : Type*}

/-- If particle `i` starts to the left of particle `j` and ends to its right, then the two
meet at some intermediate time of a continuous motion on the line. -/
theorem reversed_pair_meets {γ : ℝ → ι → ℝ} (hγ : ContinuousOn γ (Icc 0 1)) {i j : ι}
    (h0 : γ 0 i < γ 0 j) (h1 : γ 1 j < γ 1 i) :
    ∃ t ∈ Ioo (0 : ℝ) 1, γ t i = γ t j := by
  -- the separation of the pair is continuous and changes sign
  have hc : ContinuousOn (fun t => γ t j - γ t i) (Icc 0 1) :=
    ((continuous_apply j).comp_continuousOn hγ).sub
      ((continuous_apply i).comp_continuousOn hγ)
  have hmem : (0 : ℝ) ∈ Ioo (γ 1 j - γ 1 i) (γ 0 j - γ 0 i) :=
    ⟨by linarith, by linarith⟩
  obtain ⟨t, ht, h⟩ := intermediate_value_Ioo' zero_le_one hc hmem
  have h' : γ t j - γ t i = 0 := h
  exact ⟨t, ht, by linarith⟩

/-- A non-identity permutation of finitely many particles at distinct points of the line
reverses the order of at least one pair. -/
theorem exists_reversed_pair [Finite ι] {x : ι → ℝ} (hx : ¬ HasCoincidence x)
    {s : Equiv.Perm ι} (hs : s ≠ 1) :
    ∃ i j, x i < x j ∧ x (s j) < x (s i) := by
  have hne : ∃ i, s i ≠ i := by
    by_contra h
    apply hs
    apply Equiv.ext
    intro i
    rw [Equiv.Perm.one_apply]
    exact by_contra fun hi => h ⟨i, hi⟩
  -- take the leftmost particle that is moved by the permutation
  obtain ⟨i, hi, hmin⟩ := Set.exists_min_image {i | s i ≠ i} x (Set.toFinite _) hne
  have hi' : s i ≠ i := hi
  have left : ∀ k, s k ≠ k → k ≠ i → x i < x k := fun k hk hki =>
    lt_of_le_of_ne (hmin k hk) fun h => hx ⟨i, k, hki.symm, h⟩
  have hki : s.symm i ≠ i := by
    intro h
    have h2 := s.apply_symm_apply i
    rw [h] at h2
    exact hi' h2
  have hk : s (s.symm i) ≠ s.symm i := by
    rw [s.apply_symm_apply]
    exact hki.symm
  -- its partner is the particle that is sent to the place of `i`
  refine ⟨i, s.symm i, left _ hk hki, ?_⟩
  rw [s.apply_symm_apply]
  exact left (s i) (fun h => hi' (s.injective h)) hi'

/-- On a line, every continuous motion that takes finitely many particles from distinct
positions `x` to the permuted positions `x ∘ s`, with `s` any non-identity permutation,
has a coincidence at some intermediate time. -/
theorem exchange_forces_coincidence [Finite ι] {x : ι → ℝ} (hx : ¬ HasCoincidence x)
    {s : Equiv.Perm ι} (hs : s ≠ 1) {γ : ℝ → ι → ℝ} (hγ : ContinuousOn γ (Icc 0 1))
    (h0 : γ 0 = x) (h1 : γ 1 = x ∘ s) :
    ∃ t ∈ Ioo (0 : ℝ) 1, HasCoincidence (γ t) := by
  obtain ⟨i, j, hij, hji⟩ := exists_reversed_pair hx hs
  obtain ⟨t, ht, h⟩ := reversed_pair_meets hγ (i := i) (j := j)
    (by rw [h0]; exact hij) (by rw [h1]; exact hji)
  refine ⟨t, ht, i, j, ?_, h⟩
  intro e
  rw [e] at hij
  exact lt_irrefl _ hij

/-- For particles numbered from left to right, every pair whose order is inverted by the
permutation `s` meets at some intermediate time of the motion from `x` to `x ∘ s`. -/
theorem every_inversion_meets {N : ℕ} {x : Fin N → ℝ} (hx : StrictMono x)
    {s : Equiv.Perm (Fin N)} {γ : ℝ → Fin N → ℝ} (hγ : ContinuousOn γ (Icc 0 1))
    (h0 : γ 0 = x) (h1 : γ 1 = x ∘ s) {i j : Fin N} (hij : i < j) (hs : s j < s i) :
    ∃ t ∈ Ioo (0 : ℝ) 1, γ t i = γ t j :=
  reversed_pair_meets hγ (by rw [h0]; exact hx hij) (by rw [h1]; exact hx hs)

/-- Two configurations on the line are joined by a continuous motion without coincidences
exactly when the first has no coincidence and the second has its particles in the same
order. -/
theorem coincidence_free_motion_iff (x y : ι → ℝ) :
    (∃ γ : ℝ → ι → ℝ, ContinuousOn γ (Icc 0 1) ∧ γ 0 = x ∧ γ 1 = y ∧
      ∀ t ∈ Icc (0 : ℝ) 1, ¬ HasCoincidence (γ t)) ↔
    ¬ HasCoincidence x ∧ ∀ i j, x i < x j → y i < y j := by
  constructor
  · rintro ⟨γ, hγ, rfl, rfl, hfree⟩
    refine ⟨hfree 0 ⟨le_rfl, zero_le_one⟩, fun i j hij => ?_⟩
    have hne : i ≠ j := by
      intro e
      rw [e] at hij
      exact lt_irrefl _ hij
    rcases lt_trichotomy (γ 1 i) (γ 1 j) with h | h | h
    · exact h
    · exact absurd ⟨i, j, hne, h⟩ (hfree 1 ⟨zero_le_one, le_rfl⟩)
    · obtain ⟨t, ht, he⟩ := reversed_pair_meets hγ hij h
      exact absurd ⟨i, j, hne, he⟩ (hfree t ⟨ht.1.le, ht.2.le⟩)
  · rintro ⟨hx, hord⟩
    -- move every particle at constant velocity
    refine ⟨fun t i => (1 - t) * x i + t * y i, ?_, ?_, ?_, ?_⟩
    · exact Continuous.continuousOn (by fun_prop)
    · funext i
      simp
    · funext i
      simp
    · intro t ht
      have key : ∀ i j, x i < x j →
          (1 - t) * x i + t * y i < (1 - t) * x j + t * y j := by
        intro i j hij
        have hy := hord i j hij
        rcases eq_or_lt_of_le ht.1 with h | h
        · rw [← h]
          linarith
        · nlinarith [mul_pos h (sub_pos.2 hy),
            mul_nonneg (sub_nonneg.2 ht.2) (sub_pos.2 hij).le]
      rintro ⟨i, j, hij, he⟩
      have he' : (1 - t) * x i + t * y i = (1 - t) * x j + t * y j := he
      rcases lt_trichotomy (x i) (x j) with h | h | h
      · exact absurd he' (key i j h).ne
      · exact hx ⟨i, j, hij, h⟩
      · exact absurd he'.symm (key j i h).ne

/-- Two particles in the complex plane, at opposite points of the unit circle, turned
about the origin by the angle `π t`. -/
def halfTurn (t : ℝ) : Fin 2 → ℂ :=
  fun i => (![1, -1] : Fin 2 → ℂ) i * Complex.exp (Real.pi * t * Complex.I)

/-- In the plane the half turn is a continuous motion that exchanges two particles and
has no coincidence at any time. -/
theorem planar_exchange_without_coincidence :
    Continuous halfTurn ∧ halfTurn 1 = halfTurn 0 ∘ Equiv.swap 0 1 ∧
      ∀ t, ¬ HasCoincidence (halfTurn t) := by
  refine ⟨?_, ?_, ?_⟩
  · unfold halfTurn
    fun_prop
  · funext i
    fin_cases i <;> simp [halfTurn, Complex.exp_pi_mul_I]
  · rintro t ⟨i, j, hij, h⟩
    simp only [halfTurn] at h
    -- the common phase cancels and leaves the two opposite signs
    have h' := mul_right_cancel₀ (Complex.exp_ne_zero _) h
    fin_cases i <;> fin_cases j <;> first | exact hij rfl | norm_num at h'

end

end ExchangeOnALine
```

```lean
#print axioms ExchangeOnALine.exchange_forces_coincidence
#print axioms ExchangeOnALine.every_inversion_meets
#print axioms ExchangeOnALine.coincidence_free_motion_iff
#print axioms ExchangeOnALine.planar_exchange_without_coincidence
```

```
'ExchangeOnALine.exchange_forces_coincidence' depends on axioms: [propext, Classical.choice, Quot.sound]
'ExchangeOnALine.every_inversion_meets' depends on axioms: [propext, Classical.choice, Quot.sound]
'ExchangeOnALine.coincidence_free_motion_iff' depends on axioms: [propext, Classical.choice, Quot.sound]
'ExchangeOnALine.planar_exchange_without_coincidence' depends on axioms: [propext, Classical.choice, Quot.sound]
```

## How the proof follows the argument

`reversed_pair_meets` applies `intermediate_value_Ioo'` to the separation. `exists_reversed_pair` finds the leftmost moved particle with `Set.exists_min_image`, which is where finiteness enters, and takes `s.symm i` as its partner. The main theorem combines the two.

In `coincidence_free_motion_iff`, the forward direction splits the final order into three cases. The converse uses the straight-line motion; `key` is the displayed inequality, with $t=0$ treated separately and `nlinarith` given the signs of the two products otherwise. `planar_exchange_without_coincidence` cancels the nonzero phase of `halfTurn` and compares the remaining signs.

## Three particles, and an infinite row

Take $x=(0,1,3)$ with labels $0,1,2$, and the even permutation $s(0)=1$, $s(1)=2$, $s(2)=0$. The final positions are $(1,3,0)$, and the straight-line motion is $(t,\;1+2t,\;3-3t)$. Particles $1$ and $2$ meet at $t=2/5$, at position $9/5$; particles $0$ and $2$ meet at $t=3/4$, at position $3/4$. These are the two inverted pairs. Particles $0$ and $1$ keep their order and do not meet.

Without finiteness the claim fails. Put particle $n$ at $x_n=n$ for every integer $n$, and let $s(n)=n+1$. The common translation $\gamma_n(t)=n+t$ carries $x$ to $x\circ s$, and no two particles ever meet.
